# Plane strain turns an isotropic solid's Poisson ratio ν in (−1, 1/2) into ν/(1 − ν), which fills (−1/2, 1)

Pull an isotropic solid along axis 0 with one unit of stress, leave axis 1 free, and hold the thickness along axis 2 fixed. Let \(E>0\) be the Young modulus and \(\nu\) the Poisson ratio, with \(-1<\nu<1\). With axis 2 free, the strain along it would be \(-\nu/E\), a contraction for \(\nu>0\) and an expansion for \(\nu<0\). The constraint must supply a stress \(\sigma_{22}\) that cancels this strain:

\[
\varepsilon_{22}=\frac{\sigma_{22}-\nu}{E}=0,\qquad\text{so}\qquad \sigma_{22}=\nu .
\]

This constraint stress acts back on the two in-plane strains:

\[
\varepsilon_{00}=\frac{1-\nu\,\sigma_{22}}{E}=\frac{1-\nu^2}{E},\qquad
\varepsilon_{11}=\frac{-\nu-\nu\,\sigma_{22}}{E}=-\frac{\nu(1+\nu)}{E}.
\]

An observer who sees only the plane measures the modulus \(E'=1/\varepsilon_{00}=E/(1-\nu^2)\) and the Poisson ratio \(\nu'=-\varepsilon_{11}/\varepsilon_{00}=\nu/(1-\nu)\). The same two constants describe every plane-strain state. If the solid has \(-1<\nu<1/2\), then \(\nu'\) lies above \(-1/2\), although a planar solid is stable for any ratio in \((-1,1)\) when its modulus is positive.

```lean
import Mathlib

open Matrix

namespace PlaneStrainPoisson

noncomputable section
```

## One Hooke law for the solid and the plane

For a stress \(\sigma\) in \(n\) dimensions, the isotropic strain is

\[
\varepsilon=\frac{(1+\nu)\,\sigma-\nu\,\mathrm{tr}(\sigma)\,I}{E}.
\]

The definition `hookeStrain` takes the dimension from the matrix: \(n=3\) gives the solid and \(n=2\) the planar law, in which \(\varepsilon_{00}=(\sigma_{00}-\nu\sigma_{11})/E\). Stress and strain are real matrices with indices starting at 0, and off-diagonal entries are tensor shear strains, half the engineering ones. The law is linear and describes one homogeneous state. An anisotropic single crystal needs more elastic constants than these two.

```lean
/-- Strain produced by the stress `σ` in an isotropic solid of dimension `n` with
Young modulus `E` and Poisson ratio `ν`. -/
def hookeStrain {n : ℕ} (E ν : ℝ) (σ : Matrix (Fin n) (Fin n) ℝ) :
    Matrix (Fin n) (Fin n) ℝ :=
  E⁻¹ • ((1 + ν) • σ - (ν * σ.trace) • (1 : Matrix (Fin n) (Fin n) ℝ))
```

The plane is spanned by axes 0 and 1. Restricting a tensor to it keeps the upper-left \(2\times2\) block.

```lean
/-- The in-plane block of a three-dimensional tensor. -/
def inPlane (A : Matrix (Fin 3) (Fin 3) ℝ) : Matrix (Fin 2) (Fin 2) ℝ :=
  !![A 0 0, A 0 1; A 1 0, A 1 1]
```

Plane strain requires a symmetric stress for which \(\varepsilon_{02}=\varepsilon_{12}=\varepsilon_{22}=0\). The strain inherits the symmetry of the stress, so the last row vanishes along with the last column.

```lean
/-- A symmetric stress whose strain has no out-of-plane component. -/
def IsPlaneStrain (E ν : ℝ) (σ : Matrix (Fin 3) (Fin 3) ℝ) : Prop :=
  σ.IsSymm ∧ ∀ i, hookeStrain E ν σ i 2 = 0
```

The solid \((E,\nu)\) obeys a planar law with constants \((E',\nu')\) if, in every plane-strain state, the in-plane strain is the one that the two-dimensional Hooke law assigns to the in-plane stress. The constraint stress \(\sigma_{22}\) does not appear in the planar law.

```lean
/-- In every plane-strain state of the solid `(E, ν)`, the in-plane stress and strain obey
the planar Hooke law with constants `(E', ν')`. -/
def PlanarLaw (E ν E' ν' : ℝ) : Prop :=
  ∀ σ, IsPlaneStrain E ν σ → inPlane (hookeStrain E ν σ) = hookeStrain E' ν' (inPlane σ)
```

The elastic energy density is \(\tfrac12\mathrm{tr}(\sigma\varepsilon)\). A planar solid is called stable here if this energy is positive for every nonzero symmetric stress; the factor \(\tfrac12\) does not affect the sign and is omitted.

```lean
/-- Every nonzero symmetric planar stress stores positive elastic energy. -/
def PlanarStable (E ν : ℝ) : Prop :=
  ∀ σ : Matrix (Fin 2) (Fin 2) ℝ, σ.IsSymm → σ ≠ 0 → 0 < (σ * hookeStrain E ν σ).trace
```

## Holding the thickness fixed

The diagonal entries of Hooke's law are

\[
\varepsilon_{ii}=\frac{(1+\nu)\sigma_{ii}-\nu\,\mathrm{tr}\,\sigma}{E}.
\]

```lean
/-- Normal strains in terms of the stress. -/
theorem hookeStrain_diag {n : ℕ} (E ν : ℝ) (σ : Matrix (Fin n) (Fin n) ℝ) (i : Fin n) :
    hookeStrain E ν σ i i = E⁻¹ * ((1 + ν) * σ i i - ν * σ.trace) := by
  simp [hookeStrain]
```

Off the diagonal the identity matrix contributes nothing, so for \(i\ne j\)

\[
\varepsilon_{ij}=\frac{(1+\nu)\sigma_{ij}}{E}.
\]

```lean
/-- Shear strains are proportional to the shear stresses. -/
theorem hookeStrain_off {n : ℕ} (E ν : ℝ) (σ : Matrix (Fin n) (Fin n) ℝ) {i j : Fin n}
    (h : i ≠ j) : hookeStrain E ν σ i j = E⁻¹ * ((1 + ν) * σ i j) := by
  simp [hookeStrain, Matrix.one_apply_ne h]
```

Since \(1/E\) and \(1+\nu\) are nonzero, \(\varepsilon_{02}=\varepsilon_{12}=0\) means \(\sigma_{02}=\sigma_{12}=0\). The remaining condition is

\[
0=\varepsilon_{22}=\frac{(1+\nu)\sigma_{22}-\nu(\sigma_{00}+\sigma_{11}+\sigma_{22})}{E}
=\frac{\sigma_{22}-\nu(\sigma_{00}+\sigma_{11})}{E},
\]

which gives \(\sigma_{22}=\nu(\sigma_{00}+\sigma_{11})\). In the proof, `mul_eq_zero` removes the nonzero factors in one direction, and substitution settles the other.

```lean
/-- For `E > 0` and `ν > -1`, the last column of the strain vanishes exactly when `σ 0 2` and `σ 1
2` vanish and `σ 2 2` is `ν` times the sum of the in-plane normal stresses. -/
theorem out_of_plane_strain_zero_iff {E ν : ℝ} (hE : 0 < E) (hν : -1 < ν)
    (σ : Matrix (Fin 3) (Fin 3) ℝ) :
    (∀ i, hookeStrain E ν σ i 2 = 0) ↔
      σ 0 2 = 0 ∧ σ 1 2 = 0 ∧ σ 2 2 = ν * (σ 0 0 + σ 1 1) := by
  have hi : E⁻¹ ≠ 0 := inv_ne_zero hE.ne'
  have h1 : 1 + ν ≠ 0 := ne_of_gt (by linarith)
  constructor
  · intro h
    have a := h 0
    have b := h 1
    have c := h 2
    rw [hookeStrain_off E ν σ (by decide)] at a b
    rw [hookeStrain_diag, Matrix.trace_fin_three] at c
    refine ⟨((mul_eq_zero.1 a).resolve_left hi |> mul_eq_zero.1).resolve_left h1,
      ((mul_eq_zero.1 b).resolve_left hi |> mul_eq_zero.1).resolve_left h1, ?_⟩
    linear_combination (mul_eq_zero.1 c).resolve_left hi
  · rintro ⟨a, b, c⟩ i
    match i with
    | 0 => rw [hookeStrain_off E ν σ (by decide), a]; ring
    | 1 => rw [hookeStrain_off E ν σ (by decide), b]; ring
    | 2 => rw [hookeStrain_diag, Matrix.trace_fin_three, c]; ring
```

## The planar constants and their uniqueness

With this constraint stress the trace is \(\mathrm{tr}\,\sigma=(1+\nu)(\sigma_{00}+\sigma_{11})\), and therefore

\[
\varepsilon_{00}=\frac{1+\nu}{E}\bigl[(1-\nu)\sigma_{00}-\nu\sigma_{11}\bigr]
=\frac{1-\nu^2}{E}\Bigl[\sigma_{00}-\frac{\nu}{1-\nu}\,\sigma_{11}\Bigr].
\]

This is the planar law with \(E'=E/(1-\nu^2)\) and \(\nu'=\nu/(1-\nu)\). Exchanging axes 0 and 1 gives \(\varepsilon_{11}\). The shear strain must agree with the same constants, and it does, because \(1+\nu'=1/(1-\nu)\):

\[
\frac{1+\nu'}{E'}=\frac{1-\nu^2}{E}\cdot\frac{1}{1-\nu}=\frac{1+\nu}{E}.
\]

Conversely, suppose that some pair \((E',\nu')\) works for all plane-strain states. Applied to the opening example, it must satisfy

\[
\frac1{E'}=\frac{1-\nu^2}{E},\qquad \frac{\nu'}{E'}=\frac{\nu(1+\nu)}{E},
\]

and these two equations fix both constants.

The theorem `planarLaw_iff` contains both directions, for \(E>0\) and \(-1<\nu<1\). The matrix `S` in its proof is the opening example, and `a` and `b` are its two normal strains. From `a` follows the inverse modulus `hk`; cancelling \((1+\nu)/E\) in `b` then gives the ratio. For the other direction the four in-plane components are compared one by one, using \(\nu'(1-\nu)=\nu\), which is named `hm`.

```lean
/-- Plane strain of an isotropic solid gives a planar Hooke law with modulus `E / (1 - ν ^ 2)`
and Poisson ratio `ν / (1 - ν)`, and with no other constants. -/
theorem planarLaw_iff {E ν : ℝ} (hE : 0 < E) (hν : -1 < ν) (hν' : ν < 1) (E' ν' : ℝ) :
    PlanarLaw E ν E' ν' ↔ E' = E / (1 - ν ^ 2) ∧ ν' = ν / (1 - ν) := by
  have hi : E⁻¹ ≠ 0 := inv_ne_zero hE.ne'
  have h1 : 1 + ν ≠ 0 := ne_of_gt (by linarith)
  have h2 : 1 - ν ≠ 0 := ne_of_gt (by linarith)
  constructor
  · intro h
    -- test state: uniaxial in-plane stress with the constraint stress ν
    let S : Matrix (Fin 3) (Fin 3) ℝ := !![1, 0, 0; 0, 0, 0; 0, 0, ν]
    have hS : IsPlaneStrain E ν S := by
      refine ⟨Matrix.IsSymm.ext fun i j => by fin_cases i <;> fin_cases j <;> rfl, ?_⟩
      refine (out_of_plane_strain_zero_iff hE hν S).2 ⟨rfl, rfl, ?_⟩
      change ν = ν * (1 + 0)
      ring
    have a : E⁻¹ * ((1 + ν) * 1 - ν * (1 + 0 + ν))
        = E'⁻¹ * ((1 + ν') * 1 - ν' * (1 + 0)) := by
      have e := congrFun (congrFun (h S hS) 0) 0
      change hookeStrain E ν S 0 0 = hookeStrain E' ν' (inPlane S) 0 0 at e
      rw [hookeStrain_diag, hookeStrain_diag, Matrix.trace_fin_three,
        Matrix.trace_fin_two] at e
      exact e
    have b : E⁻¹ * ((1 + ν) * 0 - ν * (1 + 0 + ν))
        = E'⁻¹ * ((1 + ν') * 0 - ν' * (1 + 0)) := by
      have e := congrFun (congrFun (h S hS) 1) 1
      change hookeStrain E ν S 1 1 = hookeStrain E' ν' (inPlane S) 1 1 at e
      rw [hookeStrain_diag, hookeStrain_diag, Matrix.trace_fin_three,
        Matrix.trace_fin_two] at e
      exact e
    have hk : E'⁻¹ = E⁻¹ * (1 - ν ^ 2) := by linear_combination -a
    rw [hk] at b
    constructor
    · calc E' = (E'⁻¹)⁻¹ := (inv_inv E').symm
        _ = (E⁻¹ * (1 - ν ^ 2))⁻¹ := by rw [hk]
        _ = E / (1 - ν ^ 2) := by rw [mul_inv, inv_inv, div_eq_mul_inv]
    · rw [eq_div_iff h2]
      apply mul_left_cancel₀ (mul_ne_zero hi h1)
      linear_combination b
  · rintro ⟨hE', hr⟩ σ ⟨_, hσ⟩
    obtain ⟨_, _, h⟩ := (out_of_plane_strain_zero_iff hE hν σ).1 hσ
    have hk : E'⁻¹ = E⁻¹ * (1 - ν ^ 2) := by
      rw [hE', inv_div, div_eq_mul_inv, mul_comm]
    have hm : ν' * (1 - ν) = ν := by rw [hr, div_mul_cancel₀ _ h2]
    -- compare the four in-plane components
    refine Matrix.ext fun i j => ?_
    match i, j with
    | 0, 0 =>
      rw [hookeStrain_diag, Matrix.trace_fin_two]
      change hookeStrain E ν σ 0 0 = E'⁻¹ * ((1 + ν') * σ 0 0 - ν' * (σ 0 0 + σ 1 1))
      rw [hookeStrain_diag, Matrix.trace_fin_three, h, hk]
      linear_combination E⁻¹ * (1 + ν) * σ 1 1 * hm
    | 0, 1 =>
      rw [hookeStrain_off E' ν' _ (by decide)]
      change hookeStrain E ν σ 0 1 = E'⁻¹ * ((1 + ν') * σ 0 1)
      rw [hookeStrain_off E ν σ (by decide), hk]
      linear_combination -(E⁻¹ * (1 + ν) * σ 0 1) * hm
    | 1, 0 =>
      rw [hookeStrain_off E' ν' _ (by decide)]
      change hookeStrain E ν σ 1 0 = E'⁻¹ * ((1 + ν') * σ 1 0)
      rw [hookeStrain_off E ν σ (by decide), hk]
      linear_combination -(E⁻¹ * (1 + ν) * σ 1 0) * hm
    | 1, 1 =>
      rw [hookeStrain_diag, Matrix.trace_fin_two]
      change hookeStrain E ν σ 1 1 = E'⁻¹ * ((1 + ν') * σ 1 1 - ν' * (σ 0 0 + σ 1 1))
      rw [hookeStrain_diag, Matrix.trace_fin_three, h, hk]
      linear_combination E⁻¹ * (1 + ν) * σ 0 0 * hm
```

## The range of the planar ratio

Now restrict the solid to \(-1<\nu<1/2\). For \(E>0\) these bounds stand for a positive shear modulus \(E/(2(1+\nu))\) and a positive bulk modulus \(E/(3(1-2\nu))\); the theorems take them as a hypothesis on the solid. Because \(1-\nu>0\), multiplying out gives

\[
\frac{\nu}{1-\nu}>-\frac12\iff\nu>-1,\qquad
\frac{\nu}{1-\nu}<1\iff\nu<\frac12 .
\]

Every value in between is reached. Given \(r\) with \(-1/2<r<1\), solving \(r=\nu/(1-\nu)\) yields \(\nu=r/(1+r)\). Here \(1+r>0\), so \(\nu>-1\) follows from \(r>-1/2\), and \(\nu<1/2\) follows from \(r<1\).

In Lean, the image of the open interval `Set.Ioo (-1) (1 / 2)` under the map equals `Set.Ioo (-1 / 2) 1`. The two inclusions are the two paragraphs of algebra above, with the inverse formula supplying the required preimage.

```lean
/-- As `ν` runs over `(-1, 1/2)`, the plane-strain Poisson ratio fills exactly `(-1/2, 1)`. -/
theorem planeStrain_ratio_range :
    (fun ν : ℝ => ν / (1 - ν)) '' Set.Ioo (-1) (1 / 2) = Set.Ioo (-1 / 2) 1 := by
  ext r
  constructor
  · rintro ⟨ν, ⟨h1, h2⟩, rfl⟩
    have hp : 0 < 1 - ν := by linarith
    constructor
    · change -1 / 2 < ν / (1 - ν)
      rw [lt_div_iff₀ hp]; linarith
    · change ν / (1 - ν) < 1
      rw [div_lt_iff₀ hp]; linarith
  · rintro ⟨h1, h2⟩
    have hp : 0 < 1 + r := by linarith
    have hq : r / (1 + r) * (1 + r) = r := div_mul_cancel₀ _ hp.ne'
    have hlo : -1 < r / (1 + r) := by rw [lt_div_iff₀ hp]; linarith
    have hhi : r / (1 + r) < 1 / 2 := by rw [div_lt_iff₀ hp]; linarith
    refine ⟨r / (1 + r), ⟨hlo, hhi⟩, ?_⟩
    change r / (1 + r) / (1 - r / (1 + r)) = r
    rw [div_eq_iff (ne_of_gt (by linarith))]
    linear_combination hq
```

## The energy of a planar solid

For a general planar solid, write its own constants as \(E\) and \(\nu\) for the moment. Hooke's law gives

\[
\mathrm{tr}(\sigma\varepsilon)=\frac{(1+\nu)\,\mathrm{tr}(\sigma^2)-\nu(\mathrm{tr}\,\sigma)^2}{E}.
\]

For a symmetric stress,

\[
\mathrm{tr}(\sigma^2)=\tfrac12(\sigma_{00}+\sigma_{11})^2+\tfrac12(\sigma_{00}-\sigma_{11})^2+2\sigma_{01}^2 .
\]

Collecting the squares separates dilation from shear:

\[
\mathrm{tr}(\sigma\varepsilon)=\frac1E\Bigl[\frac{1-\nu}{2}(\sigma_{00}+\sigma_{11})^2
+(1+\nu)\Bigl(\frac{(\sigma_{00}-\sigma_{11})^2}{2}+2\sigma_{01}^2\Bigr)\Bigr].
\]

The proof expands the trace into components, replaces \(\sigma_{10}\) by \(\sigma_{01}\), and leaves the identity to `ring`.

```lean
/-- Twice the planar elastic energy density splits into a dilation part and shear parts. -/
theorem planar_energy (E ν : ℝ) (σ : Matrix (Fin 2) (Fin 2) ℝ) (hσ : σ.IsSymm) :
    (σ * hookeStrain E ν σ).trace = E⁻¹ * ((1 - ν) / 2 * (σ 0 0 + σ 1 1) ^ 2
      + (1 + ν) * ((σ 0 0 - σ 1 1) ^ 2 / 2 + 2 * σ 0 1 ^ 2)) := by
  have h : σ 1 0 = σ 0 1 := hσ.apply 0 1
  simp only [Matrix.trace_fin_two, Matrix.mul_apply, Fin.sum_univ_two, hookeStrain_diag,
    hookeStrain_off E ν σ (show (0 : Fin 2) ≠ 1 by decide),
    hookeStrain_off E ν σ (show (1 : Fin 2) ≠ 0 by decide), h]
  ring
```

Three stresses extract the stability conditions. With diagonal entries \((\sigma_{00},\sigma_{11})\) and no shear component, they give

\[
(1,0):\ \frac1E,\qquad (1,-1):\ \frac{2(1+\nu)}{E},\qquad (1,1):\ \frac{2(1-\nu)}{E}.
\]

Positivity of the first forces \(E>0\), and the other two then force \(-1<\nu<1\). In the proof, `key` evaluates the energy of a diagonal stress, and these are its three uses.

Conversely, under these conditions both terms in the bracket are nonnegative. If their sum were not positive, both would vanish. Then \(\sigma_{00}+\sigma_{11}\), \(\sigma_{00}-\sigma_{11}\) and \(\sigma_{01}\) would all be zero, and so would the stress. The Lean proof follows this argument by contradiction.

```lean
/-- A planar isotropic solid is stable exactly when its modulus is positive and its Poisson
ratio lies in `(-1, 1)`. -/
theorem planarStable_iff (E ν : ℝ) : PlanarStable E ν ↔ 0 < E ∧ -1 < ν ∧ ν < 1 := by
  constructor
  · intro h
    have key : ∀ a c : ℝ, a ≠ 0 → 0 < E⁻¹ * ((1 - ν) / 2 * (a + c) ^ 2
        + (1 + ν) * ((a - c) ^ 2 / 2 + 2 * 0 ^ 2)) := by
      intro a c ha
      have hs : (!![a, 0; 0, c] : Matrix (Fin 2) (Fin 2) ℝ).IsSymm :=
        Matrix.IsSymm.ext fun i j => by fin_cases i <;> fin_cases j <;> rfl
      have e := h _ hs (fun h0 => ha (congrFun (congrFun h0 0) 0))
      rw [planar_energy E ν _ hs] at e
      exact e
    -- uniaxial stress, pure shear and equibiaxial stress
    have hi : 0 < E⁻¹ := by linarith [key 1 0 one_ne_zero]
    have hs := (mul_pos_iff_of_pos_left hi).1 (key 1 (-1) one_ne_zero)
    have hb := (mul_pos_iff_of_pos_left hi).1 (key 1 1 one_ne_zero)
    exact ⟨inv_pos.1 hi, by linarith, by linarith⟩
  · rintro ⟨hE, h1, h2⟩ σ hσ hne
    rw [planar_energy E ν σ hσ]
    refine mul_pos (inv_pos.2 hE) ?_
    by_contra hle
    have hle' := le_of_not_gt hle
    have hp : 0 ≤ (1 - ν) / 2 * (σ 0 0 + σ 1 1) ^ 2 :=
      mul_nonneg (by linarith) (sq_nonneg _)
    have hq : 0 ≤ (1 + ν) * ((σ 0 0 - σ 1 1) ^ 2 / 2 + 2 * σ 0 1 ^ 2) :=
      mul_nonneg (by linarith) (by positivity)
    -- zero energy forces every stress component to vanish
    have p0 := (mul_eq_zero.1 (le_antisymm (by linarith) hp)).resolve_left
      (ne_of_gt (by linarith))
    have q0 := (mul_eq_zero.1 (le_antisymm (by linarith) hq)).resolve_left
      (ne_of_gt (by linarith))
    have d0 : (σ 0 0 - σ 1 1) ^ 2 = 0 :=
      le_antisymm (by linarith [sq_nonneg (σ 0 1)]) (sq_nonneg _)
    have b0 : σ 0 1 ^ 2 = 0 :=
      le_antisymm (by linarith [sq_nonneg (σ 0 0 - σ 1 1)]) (sq_nonneg _)
    have p := (pow_eq_zero_iff two_ne_zero).1 p0
    have d := (pow_eq_zero_iff two_ne_zero).1 d0
    have b := (pow_eq_zero_iff two_ne_zero).1 b0
    have b' : σ 1 0 = 0 := (hσ.apply 0 1).trans b
    refine hne (Matrix.ext fun i j => ?_)
    match i, j with
    | 0, 0 => change σ 0 0 = 0; linarith
    | 0, 1 => exact b
    | 1, 0 => exact b'
    | 1, 1 => change σ 1 1 = 0; linarith
```

## Stable planar solids that plane strain can produce

Return to primes for the planar constants, and let \((E',\nu')\) be stable, so that \(E'>0\) and \(-1<\nu'<1\). If it comes from plane strain of a solid with \(E>0\) and \(-1<\nu<1/2\), uniqueness gives \(\nu'=\nu/(1-\nu)\), and the range gives \(\nu'>-1/2\). If instead \(\nu'>-1/2\) is known, a suitable solid is

\[
\nu=\frac{\nu'}{1+\nu'},\qquad E=E'(1-\nu^2)=E'\,\frac{1+2\nu'}{(1+\nu')^2}>0 .
\]

The theorem `realisable_iff` states this equivalence. Its proof obtains \(\nu\) from the range theorem, sets the modulus to `E' * (1 - ν ^ 2)`, and uses `planarLaw_iff` to confirm the law.

Stable planar solids with \(-1<\nu'\le-1/2\) are therefore not plane-strain sections of any isotropic solid in the stated range. For a two-dimensional simulation in linear isotropic elasticity, this limits which planar constants can be read as a plane-strain model of such a solid, and `planarLaw_iff` gives the conversion from its three-dimensional constants.

```lean
/-- A stable planar solid arises by plane strain from an isotropic solid with `E > 0` and
`-1 < ν < 1/2` exactly when its planar Poisson ratio exceeds `-1/2`. -/
theorem realisable_iff {E' ν' : ℝ} (hst : PlanarStable E' ν') :
    (∃ E ν : ℝ, 0 < E ∧ -1 < ν ∧ ν < 1 / 2 ∧ PlanarLaw E ν E' ν') ↔ -1 / 2 < ν' := by
  obtain ⟨hE', _, hlt⟩ := (planarStable_iff E' ν').1 hst
  constructor
  · rintro ⟨E, ν, hE, h1, h2, hlaw⟩
    have hr := ((planarLaw_iff hE h1 (by linarith) E' ν').1 hlaw).2
    have hm : ν' ∈ (fun ν : ℝ => ν / (1 - ν)) '' Set.Ioo (-1) (1 / 2) :=
      ⟨ν, ⟨h1, h2⟩, hr.symm⟩
    rw [planeStrain_ratio_range] at hm
    exact hm.1
  · intro hgt
    have hm : ν' ∈ Set.Ioo (-1 / 2 : ℝ) 1 := ⟨hgt, hlt⟩
    rw [← planeStrain_ratio_range] at hm
    obtain ⟨ν, ⟨h1, h2⟩, h3⟩ := hm
    have hp : 0 < 1 - ν ^ 2 := by nlinarith
    have hE : 0 < E' * (1 - ν ^ 2) := mul_pos hE' hp
    exact ⟨E' * (1 - ν ^ 2), ν, hE, h1, h2, (planarLaw_iff hE h1 (by linarith) E' ν').2
      ⟨(mul_div_cancel_right₀ _ hp.ne').symm, h3.symm⟩⟩

end

end PlaneStrainPoisson
```

```lean
#print axioms PlaneStrainPoisson.planeStrain_ratio_range
-- 'PlaneStrainPoisson.planeStrain_ratio_range' depends on axioms: [propext, Classical.choice, Quot.sound]
#print axioms PlaneStrainPoisson.realisable_iff
-- 'PlaneStrainPoisson.realisable_iff' depends on axioms: [propext, Classical.choice, Quot.sound]
```
